# The Marcus–Newman inequality: $|\mathrm{perm}(AB)|^2\le \mathrm{perm}(AA^*)\,\mathrm{perm}(B^*B)$ for finite complex matrices

For a complex $n\times m$ matrix $A$ and a complex $m\times n$ matrix $B$, the numbers $\mathrm{perm}(AA^*)$ and $\mathrm{perm}(B^*B)$ are real and nonnegative, and

$$|\mathrm{perm}(AB)|^2\le \mathrm{perm}(AA^*)\,\mathrm{perm}(B^*B).$$

Here $^*$ is the conjugate transpose, and $\mathrm{perm}\,M=\sum_\sigma\prod_i M_{\sigma(i),i}$, summed over all permutations $\sigma$, is the determinant without its signs.

The physical question is how strongly two states of $n$ identical bosons can overlap when each is built by symmetrizing a product of orbitals, which need not be orthogonal. Take the columns of $A^*$ as the orbitals of one state and the columns of $B$ as those of the other. If neither state vanishes, the squared overlap of the normalised states is

$$\frac{|\mathrm{perm}(AB)|^2}{\mathrm{perm}(AA^*)\,\mathrm{perm}(B^*B)},$$

so for such symmetrized product states in finitely many modes the inequality says that a transition probability is at most one.

## Finitely many particles and modes

In the Lean code `n` and `m` are finite types: the labels of the particles and of the modes. The prose also writes $n$ for the number of particles, which is `Fintype.card n` in the code. No relation between the two sizes is assumed, since bosons may share a mode, and either type may be empty.

```lean
import Mathlib

open Matrix
open scoped ComplexOrder

namespace MarcusNewman

noncomputable section

variable {n m : Type*} [Fintype n] [DecidableEq n] [Fintype m]
```

An assignment $f$ gives particle $i$ the mode $f(i)$, and a wavefunction $\psi$ is any complex function of $f$. The symmetrizer is

$$(S\psi)(f)=\sum_\sigma\psi(f\circ\sigma).$$

It carries no prefactor, so it is $n!$ times the textbook projector.

```lean
/-- The unnormalised boson symmetrizer: the sum of an `n`-particle wavefunction over all
permutations of the particles. -/
def symmetrize (ψ : (n → m) → ℂ) : (n → m) → ℂ :=
  fun f => ∑ σ : Equiv.Perm n, ψ (f ∘ σ)
```

The overlap is $\langle\phi,\psi\rangle=\sum_f\overline{\phi(f)}\,\psi(f)$, conjugate-linear in the first argument, as is usual in physics.

```lean
/-- The overlap of two `n`-particle wavefunctions, summed over all assignments of modes
to particles. -/
def overlap (φ ψ : (n → m) → ℂ) : ℂ := ∑ f, star (φ f) * ψ f
```

The columns of a matrix $B$ serve as orbitals, with product state $\Phi_B(f)=\prod_i B_{f(i),i}$. The orbitals need be neither normalised nor orthogonal.

```lean
/-- The product state in which particle `i` occupies the orbital given by column `i` of `B`. -/
def productState (B : Matrix m n ℂ) : (n → m) → ℂ := fun f => ∏ i, B (f i) i
```

Finiteness enters by hand wherever two sums are exchanged, and in Lean through `Finset.sum_comm`. With infinitely many modes, even a single particle can have an orbital whose squared norm diverges, and a convergence condition would be needed. That real bosons are described by symmetrized functions of this kind is the physical input; the theorems start from there.

## Every permutation with equal weight

The symmetrizer treats all particle labels alike, which expresses that the particles are indistinguishable. By hand this is used first to show that $S\psi$ is symmetric. For any permutation $\tau$,

$$(S\psi)(f\circ\tau)=\sum_\sigma\psi(f\circ\tau\circ\sigma)=(S\psi)(f),$$

because $\tau\sigma$ runs through all permutations when $\sigma$ does. In Lean, `Equiv.mulLeft τ` is this change of summation variable.

```lean
omit [Fintype m] in
/-- A symmetrized wavefunction is unchanged when the particles are permuted. -/
theorem symmetrize_comp (ψ : (n → m) → ℂ) (f : n → m) (τ : Equiv.Perm n) :
    symmetrize ψ (f ∘ τ) = symmetrize ψ f :=
  Equiv.sum_comp (Equiv.mulLeft τ) (fun σ : Equiv.Perm n => ψ (f ∘ σ))
```

Likewise $f\mapsto f\circ\sigma$ is a bijection of the assignments, so a sum over all of them may be relabelled.

```lean
/-- A sum over all assignments of modes to particles does not depend on the labelling of
the particles. -/
theorem sum_relabel (σ : Equiv.Perm n) (F : (n → m) → ℂ) :
    ∑ f : n → m, F (f ∘ σ) = ∑ f, F f :=
  Equiv.sum_comp (Equiv.arrowCongr σ.symm (Equiv.refl m)) F
```

Together the two facts give

$$\begin{aligned}
\langle S\phi,S\psi\rangle
&=\sum_f\sum_\sigma\overline{\phi(f\circ\sigma)}\,(S\psi)(f)\\
&=\sum_\sigma\sum_f\overline{\phi(f\circ\sigma)}\,(S\psi)(f\circ\sigma)
=n!\,\langle\phi,S\psi\rangle .
\end{aligned}$$

The `calc` block takes these steps: symmetry of $S\psi$, exchange of sums, relabelling, and a count of $n!$ equal terms.

```lean
/-- The overlap of two symmetrized wavefunctions is `n!` times the matrix element of the
symmetrizer between the original ones. -/
theorem overlap_symmetrize (φ ψ : (n → m) → ℂ) :
    overlap (symmetrize φ) (symmetrize ψ)
      = ((Fintype.card n).factorial : ℂ) * overlap φ (symmetrize ψ) := by
  calc overlap (symmetrize φ) (symmetrize ψ)
      = ∑ f : n → m, ∑ σ : Equiv.Perm n, star (φ (f ∘ σ)) * symmetrize ψ (f ∘ σ) := by
        unfold overlap
        refine Finset.sum_congr rfl fun f _ => ?_
        simp only [symmetrize_comp]
        rw [← Finset.sum_mul, ← star_sum]
        rfl
    _ = ∑ σ : Equiv.Perm n, ∑ f : n → m, star (φ (f ∘ σ)) * symmetrize ψ (f ∘ σ) :=
        Finset.sum_comm
    _ = ∑ _σ : Equiv.Perm n, overlap φ (symmetrize ψ) :=
        Finset.sum_congr rfl fun σ _ =>
          sum_relabel σ (fun f => star (φ f) * symmetrize ψ f)
    _ = _ := by
        rw [Finset.sum_const, Finset.card_univ, Fintype.card_perm, nsmul_eq_mul]
```

Setting $\psi=\phi$ gives

$$\langle\phi,S\phi\rangle=\frac{1}{n!}\sum_f|(S\phi)(f)|^2\ge 0 .$$

The Lean statement writes the right-hand side as a real number cast into $\mathbb{C}$, so it also says that $\langle\phi,S\phi\rangle$ is real. For a normalised $\phi$ this is the expectation value of $S$.

```lean
/-- The overlap of `φ` with its own symmetrization is the squared norm of the symmetrized
wavefunction divided by `n!`. -/
theorem overlap_symmetrize_self (φ : (n → m) → ℂ) :
    overlap φ (symmetrize φ)
      = ((∑ f, ‖symmetrize φ f‖ ^ 2) / ((Fintype.card n).factorial : ℝ) : ℝ) := by
  have hN : ((Fintype.card n).factorial : ℂ) ≠ 0 :=
    Nat.cast_ne_zero.mpr (Nat.factorial_ne_zero _)
  have h : overlap (symmetrize φ) (symmetrize φ)
      = ∑ f, (‖symmetrize φ f‖ : ℂ) ^ 2 :=
    Finset.sum_congr rfl fun f _ => Complex.conj_mul' _
  rw [overlap_symmetrize] at h
  push_cast
  rw [eq_div_iff hN, ← h, mul_comm]
```

A sum over an arbitrary set of permutations can lose this positivity: if only the exchange of two particles is kept, its expectation value in an antisymmetric state is negative.

The Cauchy–Schwarz inequality for $S$ now follows from the ordinary one:

$$\begin{aligned}
|\langle\phi,S\psi\rangle|^2
&=\frac{|\langle S\phi,S\psi\rangle|^2}{(n!)^2}
\le\frac{\bigl(\sum_f|(S\phi)(f)|\,|(S\psi)(f)|\bigr)^2}{(n!)^2}\\
&\le\frac{\sum_f|(S\phi)(f)|^2\,\sum_f|(S\psi)(f)|^2}{(n!)^2}
=\langle\phi,S\phi\rangle\langle\psi,S\psi\rangle .
\end{aligned}$$

In the proof, `hle` is the triangle inequality, `le_div_iff₀` clears the factor $(n!)^2$, and `Finset.sum_mul_sq_le_sq_mul_sq` is Cauchy–Schwarz for real sums. The wavefunctions are still arbitrary.

```lean
/-- Cauchy-Schwarz inequality for matrix elements of the boson symmetrizer. -/
theorem symmetrizer_cauchy_schwarz (φ ψ : (n → m) → ℂ) :
    ‖overlap φ (symmetrize ψ)‖ ^ 2
      ≤ (overlap φ (symmetrize φ)).re * (overlap ψ (symmetrize ψ)).re := by
  have hN : (0 : ℝ) < ((Fintype.card n).factorial : ℝ) :=
    Nat.cast_pos.mpr (Nat.factorial_pos _)
  have hle : ‖overlap (symmetrize φ) (symmetrize ψ)‖
      ≤ ∑ f, ‖symmetrize φ f‖ * ‖symmetrize ψ f‖ :=
    (norm_sum_le _ _).trans_eq
      (Finset.sum_congr rfl fun f _ => by rw [norm_mul, norm_star])
  rw [overlap_symmetrize_self φ, overlap_symmetrize_self ψ, Complex.ofReal_re,
    Complex.ofReal_re, div_mul_div_comm, le_div_iff₀ (mul_pos hN hN)]
  -- both sides now refer to the symmetrized wavefunctions
  calc _ = ‖overlap (symmetrize φ) (symmetrize ψ)‖ ^ 2 := by
        rw [overlap_symmetrize, norm_mul, Complex.norm_natCast]
        ring
    _ ≤ (∑ f, ‖symmetrize φ f‖ * ‖symmetrize ψ f‖) ^ 2 :=
        pow_le_pow_left₀ (norm_nonneg _) hle 2
    _ ≤ _ := Finset.sum_mul_sq_le_sq_mul_sq _ _ _
```

## Product states turn matrix elements into permanents

Physically, a product state has no correlation between the particles before symmetrization. For two matrices $C$ and $B$ of orbitals,

$$\begin{aligned}
\langle\Phi_C,S\Phi_B\rangle
&=\sum_f\sum_\sigma\prod_i\overline{C_{f(i),i}}\,B_{f(\sigma(i)),i}\\
&=\sum_\sigma\sum_f\prod_i\overline{C_{f(\sigma(i)),\sigma(i)}}\,B_{f(\sigma(i)),i}\\
&=\sum_\sigma\sum_g\prod_i\overline{C_{g(i),\sigma(i)}}\,B_{g(i),i}\\
&=\sum_\sigma\prod_i\sum_k\overline{C_{k,\sigma(i)}}\,B_{k,i}
=\mathrm{perm}(C^*B).
\end{aligned}$$

The second line reorders the factors containing $C$ (`Equiv.prod_comp`) and exchanges the two sums (`Finset.sum_comm`), the third sets $g=f\circ\sigma$ (`sum_relabel`), and the fourth factors the sum over assignments into one sum over modes $k$ for each particle (`Finset.prod_univ_sum`).

```lean
/-- Between two product states the symmetrizer has as matrix element the permanent of the
matrix of orbital overlaps. -/
theorem overlap_productState (C B : Matrix m n ℂ) :
    overlap (productState C) (symmetrize (productState B)) = (Cᴴ * B).permanent := by
  calc overlap (productState C) (symmetrize (productState B))
      = ∑ f : n → m, ∑ σ : Equiv.Perm n,
          ∏ i, star (C (f (σ i)) (σ i)) * B (f (σ i)) i := by
        unfold overlap
        refine Finset.sum_congr rfl fun f _ => ?_
        simp only [symmetrize, productState, Finset.mul_sum, Function.comp_apply]
        refine Finset.sum_congr rfl fun σ _ => ?_
        rw [Finset.prod_mul_distrib, Equiv.prod_comp σ (fun i => star (C (f i) i)),
          star_prod]
    _ = ∑ σ : Equiv.Perm n, ∑ f : n → m,
          ∏ i, star (C (f (σ i)) (σ i)) * B (f (σ i)) i := Finset.sum_comm
    _ = (Cᴴ * B).permanent := by
        unfold Matrix.permanent
        refine Finset.sum_congr rfl fun σ _ => ?_
        -- relabel the particles, then factor the sum over modes particle by particle
        refine (sum_relabel σ (fun g => ∏ i, star (C (g i) (σ i)) * B (g i) i)).trans ?_
        simp only [Matrix.mul_apply, Matrix.conjTranspose_apply, Finset.prod_univ_sum,
          Fintype.piFinset_univ]
```

For a correlated wavefunction the Cauchy–Schwarz bound still holds, but its matrix elements are in general not single permanents of orbital overlaps.

## Conjugate transposes on the right-hand side

The matrices $AA^*$ and $B^*B$ are Gram matrices: their entries are the overlaps of orbitals within one state. By hand, this makes $\mathrm{perm}(B^*B)=\langle\Phi_B,S\Phi_B\rangle$ a diagonal matrix element of $S$, hence real and nonnegative. The Lean proof rewrites the permanent in the same way.

```lean
/-- The permanent of a Gram matrix is real and nonnegative. -/
theorem permanent_gram_nonneg (B : Matrix m n ℂ) : 0 ≤ (Bᴴ * B).permanent := by
  rw [← overlap_productState, overlap_symmetrize_self]
  exact Complex.zero_le_real.mpr (by positivity)
```

For the main theorem take $C=A^*$. Then $C^*B=AB$ and $C^*C=AA^*$, and Cauchy–Schwarz for $\Phi_C$ and $\Phi_B$ is the claim.

The theorem has three parts. With the order on $\mathbb{C}$ used here, `0 ≤ z` means that $z$ is real and nonnegative, so the first two parts give both properties of the permanents. The third is the inequality, with `.re` turning these permanents into real numbers. The proof inserts the two product states and simplifies $(A^*)^*$ to $A$.

```lean
/-- **Marcus-Newman inequality.** Both `perm (A A*)` and `perm (B* B)` are nonnegative reals,
and their product bounds `|perm (A B)|²`. -/
theorem marcus_newman (A : Matrix n m ℂ) (B : Matrix m n ℂ) :
    0 ≤ (A * Aᴴ).permanent ∧ 0 ≤ (Bᴴ * B).permanent ∧
      ‖(A * B).permanent‖ ^ 2 ≤ (A * Aᴴ).permanent.re * (Bᴴ * B).permanent.re := by
  have hA := permanent_gram_nonneg Aᴴ
  have h := symmetrizer_cauchy_schwarz (productState Aᴴ) (productState B)
  simp only [overlap_productState, Matrix.conjTranspose_conjTranspose] at h hA
  exact ⟨hA, permanent_gram_nonneg B, h⟩
```

Without the conjugation the bound fails already for one particle and one mode. With $A=(i)$, where $i$ is the imaginary unit, and $B=(1)$, the left side is $1$, while the plain transpose would give $AA^{T}=(-1)$ and a right side of $-1$.

For a numerical instance with two particles in two modes, take

$$A=B=\begin{pmatrix}1&1\\0&1\end{pmatrix},\quad
AB=\begin{pmatrix}1&2\\0&1\end{pmatrix},\quad
AA^*=\begin{pmatrix}2&1\\1&1\end{pmatrix},\quad
B^*B=\begin{pmatrix}1&1\\1&2\end{pmatrix}.$$

The permanents are $1$, $3$ and $3$, so the inequality reads $1\le 9$, and the normalised states have transition probability $1/9$.

The same argument gives a neighbouring result for fermions. Weight each permutation in $S$ by its sign. Then $S\psi$ changes by the sign of $\tau$ under relabelling, the signs cancel in $\langle S\phi,S\psi\rangle$, and permanents become determinants:

$$|\det(AB)|^2\le\det(AA^*)\det(B^*B).$$

This bounds the overlap of two Slater determinants with non-orthogonal orbitals in a finite basis. It is derived here in prose only and has no Lean proof below or above.

## The same orbitals, reordered and rescaled

The equality theorem assumes `hB`: there are complex factors $d_j$ and a permutation $\sigma$ with $B_{kj}=d_j\,(A^*)_{k,\sigma(j)}$. Physically, both states use the same orbitals up to order and scale, so their symmetrized products are proportional.

The derivation needs a rule for permanents. If $N_{ij}=a_i b_j M_{\sigma(i),\tau(j)}$, then

$$\mathrm{perm}\,N=\sum_\pi\prod_i a_{\pi(i)}\,b_i\,M_{\sigma(\pi(i)),\tau(i)}
=\Bigl(\prod_i a_i\Bigr)\Bigl(\prod_i b_i\Bigr)\,\mathrm{perm}\,M,$$

because $\pi\mapsto\sigma\pi\tau^{-1}$ is a bijection of the permutations. The Lean proof passes this bijection to `Fintype.sum_equiv`.

```lean
/-- Reordering rows and columns leaves a permanent unchanged, and rescaling them multiplies
it by all the scale factors. -/
theorem permanent_rescale (M N : Matrix n n ℂ) (a b : n → ℂ) (σ τ : Equiv.Perm n)
    (hN : ∀ i j, N i j = a i * b j * M (σ i) (τ j)) :
    N.permanent = (∏ i, a i) * (∏ i, b i) * M.permanent := by
  unfold Matrix.permanent
  rw [Finset.mul_sum]
  refine Fintype.sum_equiv ((Equiv.mulLeft σ).trans (Equiv.mulRight τ⁻¹)) _ _ fun π => ?_
  have h : ∏ i, M ((σ * π * τ⁻¹) i) i = ∏ i, M (σ (π i)) (τ i) := by
    rw [← Equiv.prod_comp τ]
    simp
  simp only [hN, Finset.prod_mul_distrib]
  rw [Equiv.prod_comp π a, ← h]
  rfl
```

By hand, `hB` is used twice:

$$(AB)_{ij}=d_j\,(AA^*)_{i,\sigma(j)},\qquad
(B^*B)_{ij}=\overline{d_i}\,d_j\,(AA^*)_{\sigma(i),\sigma(j)}.$$

Write $D=\prod_j d_j$ and $r=\mathrm{perm}(AA^*)$, which is real. Then $\mathrm{perm}(AB)=Dr$ and $\mathrm{perm}(B^*B)=|D|^2r$, so both sides of the inequality equal $|D|^2r^2$. In the proof these two permanents are `h1` and `h2`, and the main theorem supplies the reality of $r$.

```lean
/-- Equality holds in the Marcus-Newman inequality when the columns of `B` are those of `A*`,
reordered and rescaled. -/
theorem marcus_newman_equality (A : Matrix n m ℂ) (B : Matrix m n ℂ) (d : n → ℂ)
    (σ : Equiv.Perm n) (hB : ∀ k j, B k j = d j * Aᴴ k (σ j)) :
    ‖(A * B).permanent‖ ^ 2 = (A * Aᴴ).permanent.re * (Bᴴ * B).permanent.re := by
  have h1 : (A * B).permanent = (∏ _i : n, (1 : ℂ)) * (∏ i, d i) * (A * Aᴴ).permanent :=
    permanent_rescale _ _ (fun _ => 1) d 1 σ fun i j => by
      simp only [Matrix.mul_apply, hB, Equiv.Perm.one_apply, Finset.mul_sum]
      exact Finset.sum_congr rfl fun k _ => by ring
  have h2 : (Bᴴ * B).permanent
      = (∏ i, star (d i)) * (∏ i, d i) * (A * Aᴴ).permanent :=
    permanent_rescale _ _ (fun i => star (d i)) d σ σ fun i j => by
      simp only [Matrix.mul_apply, Matrix.conjTranspose_apply, hB, star_mul', star_star,
        Finset.mul_sum]
      exact Finset.sum_congr rfl fun k _ => by ring
  -- the permanent of the Gram matrix is a real number `r`
  obtain ⟨r, hr⟩ : ∃ r : ℝ, (A * Aᴴ).permanent = (r : ℂ) :=
    ⟨(A * Aᴴ).permanent.re, Complex.ext (Complex.ofReal_re _).symm (by
      rw [Complex.ofReal_im]
      exact (Complex.nonneg_iff.mp (marcus_newman A B).1).2.symm)⟩
  have hD : star (∏ i, d i) * (∏ i, d i) = ((‖∏ i, d i‖ ^ 2 : ℝ) : ℂ) := by
    rw [Complex.ofReal_pow]
    exact Complex.conj_mul' _
  rw [h1, h2, hr, Finset.prod_const_one, one_mul, ← star_prod, hD, ← Complex.ofReal_mul,
    Complex.ofReal_re, Complex.ofReal_re, norm_mul, Complex.norm_real, mul_pow,
    Real.norm_eq_abs, sq_abs]
  ring
```

Without `hB` equality can fail, as the instance $1\le 9$ shows. Keeping that $A$ but choosing

$$B=\begin{pmatrix}0&1\\2&1\end{pmatrix},$$

whose columns are those of $A^*$ exchanged, with one of them doubled, gives $\mathrm{perm}(AB)=6$ and $\mathrm{perm}(B^*B)=12$, and indeed $36=3\cdot 12$. The condition is sufficient but not necessary: if $A$ has a zero row, both sides vanish for every $B$. The theorem does not classify the cases of equality.

## Unitary mode transformations

A unitary $U$ describes a lossless linear network acting on the modes. For identical non-interacting bosons entering one per mode, $\mathrm{perm}\,U$ is the amplitude for finding one in each output mode, and the last theorem bounds its modulus by one.

By hand, set $A=U$ and $B=1$, the identity matrix. Unitarity gives $UU^*=1$, and the identity has permanent $1$, so $|\mathrm{perm}\,U|^2\le 1$. In Lean, `hU` is used through `hU'`, and `nlinarith` passes from the square to the modulus.

```lean
/-- The permanent of a unitary matrix has modulus at most one. -/
theorem norm_permanent_unitary_le_one (U : Matrix n n ℂ)
    (hU : U ∈ Matrix.unitaryGroup n ℂ) : ‖U.permanent‖ ≤ 1 := by
  have hU' : U * Uᴴ = 1 := Matrix.mem_unitaryGroup_iff.mp hU
  have h := (marcus_newman U (1 : Matrix n n ℂ)).2.2
  rw [Matrix.mul_one, hU', Matrix.conjTranspose_one, Matrix.one_mul, Matrix.permanent_one,
    Complex.one_re] at h
  nlinarith [norm_nonneg U.permanent]

end

end MarcusNewman
```

```lean
#print axioms MarcusNewman.marcus_newman
#print axioms MarcusNewman.marcus_newman_equality
#print axioms MarcusNewman.norm_permanent_unitary_le_one
```

```
'MarcusNewman.marcus_newman' depends on axioms: [propext, Classical.choice, Quot.sound]
'MarcusNewman.marcus_newman_equality' depends on axioms: [propext, Classical.choice, Quot.sound]
'MarcusNewman.norm_permanent_unitary_le_one' depends on axioms: [propext, Classical.choice, Quot.sound]
```

For a general square matrix $U$ the same choice $B=1$ gives $|\mathrm{perm}\,U|^2\le\mathrm{perm}(UU^*)$, and the modulus of the permanent can exceed one: the $1\times1$ matrix $(2)$ has permanent $2$.
